# Linear scaling of local exchange energy at fixed speed of light for a constant relativistic factor

In atomic units, the local exchange energy of a spin-unpolarised density `n` is taken as `C ∫ n^(4/3) Φ(k_F/c)`. Here `C` is a constant, `k_F = (3π²n)^(1/3)` is the local Fermi momentum, `c` is the speed of light and `Φ` is a relativistic factor. The declaration `exchangeEnergy_scale_of_const` says that if `Φ` takes one constant value on all positive arguments, then replacing `n(r)` by `t³ n(t r)` multiplies this energy by `t`, with `c` held fixed. It assumes that `c` and `t` are positive, and that the density is nonnegative and integrable, with an integrable exchange integrand for every positive speed of light. The proof first shows that the integrand is the same at every positive speed of light, treating points of zero and positive density separately. It then applies the general scaling law, in which `c` becomes `c/t`, and uses the first step to replace `c/t` by `c`.

Lean 4 with Mathlib refuses this proof:

```lean
import Mathlib

open MeasureTheory Real

namespace RelativisticExchangeScaling

noncomputable section

/-- Three-dimensional position space. -/
abbrev Space := EuclideanSpace ℝ (Fin 3)

/-- The scaled density `n_t(r) = t³ n(t r)`. -/
def scaleDensity (t : ℝ) (n : Space → ℝ) : Space → ℝ := fun r => t ^ 3 * n (t • r)

/-- The local Fermi momentum `(3 π² ρ)^(1/3)` of a density value `ρ ≥ 0`. -/
def fermiMomentum (ρ : ℝ) : ℝ := (3 * π ^ 2 * ρ) ^ (1 / 3 : ℝ)

/-- The exchange integrand `ρ^(4/3) Φ(k_F/c)` at a density value `ρ ≥ 0`, with relativistic
factor `Φ` and speed of light `c ≠ 0`. -/
def exchangeDensity (Φ : ℝ → ℝ) (c ρ : ℝ) : ℝ :=
  ρ ^ (4 / 3 : ℝ) * Φ (fermiMomentum ρ / c)

/-- The relativistic local exchange energy `Ex[n; c] = C ∫ n^(4/3) Φ(k_F/c)`, for `c ≠ 0`. -/
def exchangeEnergy (C : ℝ) (Φ : ℝ → ℝ) (c : ℝ) (n : Space → ℝ) : ℝ :=
  C * ∫ r, exchangeDensity Φ c (n r)

/-- A density is admissible if it is nonnegative and integrable, and its exchange integrand is
integrable for every positive speed of light. -/
structure Admissible (Φ : ℝ → ℝ) (n : Space → ℝ) : Prop where
  nonneg : ∀ r, 0 ≤ n r
  integrable : Integrable n
  exchange : ∀ c > 0, Integrable fun r => exchangeDensity Φ c (n r)

variable {C c t ρ : ℝ} {Φ : ℝ → ℝ} {n : Space → ℝ}

/-- Multiplying the density value by `t³` multiplies the Fermi momentum by `t`. -/
theorem fermiMomentum_scale (ht : 0 < t) (hρ : 0 ≤ ρ) :
    fermiMomentum (t ^ 3 * ρ) = t * fermiMomentum ρ := by
  have h : (t ^ 3) ^ (1 / 3 : ℝ) = t := by
    rw [← Real.rpow_natCast t 3, ← Real.rpow_mul ht.le]
    norm_num
  unfold fermiMomentum
  rw [show 3 * π ^ 2 * (t ^ 3 * ρ) = t ^ 3 * (3 * π ^ 2 * ρ) by ring,
    Real.mul_rpow (by positivity) (by positivity), h]

/-- Multiplying the density value by `t³` multiplies the exchange integrand by `t⁴` and replaces
the speed of light `c` by `c/t`. -/
theorem exchangeDensity_scale (ht : 0 < t) (hρ : 0 ≤ ρ) :
    exchangeDensity Φ c (t ^ 3 * ρ) = t ^ 4 * exchangeDensity Φ (c / t) ρ := by
  have h : (t ^ 3) ^ (4 / 3 : ℝ) = t ^ 4 := by
    rw [← Real.rpow_natCast t 3, ← Real.rpow_mul ht.le, ← Real.rpow_natCast t 4]
    norm_num
  unfold exchangeDensity
  rw [fermiMomentum_scale ht hρ, Real.mul_rpow (by positivity) hρ, h,
    div_div_eq_mul_div, mul_comm t (fermiMomentum ρ), mul_assoc]

/-- Dilating the argument of a function on space by `t` divides its integral by `t³`. -/
theorem integral_dilate (f : Space → ℝ) (ht : 0 < t) :
    ∫ r, f (t • r) = (t ^ 3)⁻¹ * ∫ r, f r := by
  rw [Measure.integral_comp_smul, finrank_euclideanSpace_fin, abs_of_pos (by positivity),
    smul_eq_mul]

/-- Scaling law of relativistic local exchange: `Ex[n_t; c] = t Ex[n; c/t]` for any factor `Φ`,
and the exchange integrand of the scaled density is integrable. -/
theorem exchangeEnergy_scale (ht : 0 < t) (hn : ∀ r, 0 ≤ n r)
    (hint : Integrable fun r => exchangeDensity Φ (c / t) (n r)) :
    (Integrable fun r => exchangeDensity Φ c (scaleDensity t n r)) ∧
      exchangeEnergy C Φ c (scaleDensity t n) = t * exchangeEnergy C Φ (c / t) n := by
  -- pointwise scaling of the integrand
  have key : (fun r => exchangeDensity Φ c (scaleDensity t n r)) =
      fun r => t ^ 4 * exchangeDensity Φ (c / t) (n (t • r)) :=
    funext fun r => exchangeDensity_scale ht (hn _)
  constructor
  · rw [key]
    exact (hint.comp_smul ht.ne').const_mul _
  · -- the volume element contributes `t⁻³`
    have h : t ^ 4 * (t ^ 3)⁻¹ = t := by field_simp
    unfold exchangeEnergy
    rw [key, integral_const_mul, integral_dilate (fun r => exchangeDensity Φ (c / t) (n r)) ht,
      ← mul_assoc (t ^ 4), h]
    ring

/-- If `Φ` is constant on positive arguments, exchange scales homogeneously at fixed speed of
light: `Ex[n_t; c] = t Ex[n; c]`. -/
theorem exchangeEnergy_scale_of_const {a : ℝ} (ha : ∀ x > 0, Φ x = a) (hc : 0 < c) (ht : 0 < t)
    (h : Admissible Φ n) :
    exchangeEnergy C Φ c (scaleDensity t n) = t * exchangeEnergy C Φ c n := by
  -- the integrand does not depend on the speed of light
  have hd : ∀ s > 0, (fun r => exchangeDensity Φ s (n r)) =
      fun r => n r ^ (4 / 3 : ℝ) * a := by
    intro s hs
    funext r
    unfold exchangeDensity
    rcases (h.nonneg r).eq_or_lt with h0 | hpos
    · rw [← h0, Real.zero_rpow (by norm_num), zero_mul, zero_mul]
    · rw [ha _ (div_pos (Real.rpow_pos_of_pos (by positivity) _) hs)]
  have hct : 0 < c / t := div_pos hc ht
  rw [(exchangeEnergy_scale ht h.nonneg (h.exchange _ hct)).2]
  unfold exchangeEnergy
  rw [hd _ hct, hd _ hc]

end

end RelativisticExchangeScaling
```

The compiler's answer:

```
Main.lean:96:10: error: Tactic `rewrite` failed: Did not find an occurrence of the pattern
  Φ (?m.105 ^ ?m.107 / s)
in the target expression
  n r ^ (4 / 3) * Φ (fermiMomentum (n r) / s) = n r ^ (4 / 3) * a

case inr
C c t : ℝ
Φ : ℝ → ℝ
n : Space → ℝ
a : ℝ
ha : ∀ x > 0, Φ x = a
hc : 0 < c
ht : 0 < t
h : Admissible Φ n
s : ℝ
hs : s > 0
r : Space
hpos : 0 < n r
⊢ n r ^ (4 / 3) * Φ (fermiMomentum (n r) / s) = n r ^ (4 / 3) * a
```

What went wrong. The error arises at points of positive density, where `Φ (fermiMomentum (n r) / s)` should be replaced by `a`. The rewrite rule is `ha`, and its positivity argument is built from `Real.rpow_pos_of_pos`, which speaks of a power. The left side of the rule therefore becomes `Φ (?m.105 ^ ?m.107 / s)`, with base and exponent still unknown.

The goal contains no visible power inside `Φ`, because `unfold exchangeDensity` leaves `fermiMomentum` folded. `rw` does not unfold an ordinary definition like this one to make a pattern match, so it finds no occurrence.

The repair first proves `hk : 0 < fermiMomentum (n r)`. Inside that proof `fermiMomentum` is unfolded, so `Real.rpow_pos_of_pos` applies and the goal fixes the base and exponent. With `hk` in place of the bare power lemma, the rule's left side is `Φ (fermiMomentum (n r) / s)`, exactly as in the goal, and the rewrite succeeds.

The repair, with which the file compiles:

```diff
@@ -94,5 +94,8 @@
     rcases (h.nonneg r).eq_or_lt with h0 | hpos
     · rw [← h0, Real.zero_rpow (by norm_num), zero_mul, zero_mul]
-    · rw [ha _ (div_pos (Real.rpow_pos_of_pos (by positivity) _) hs)]
+    · have hk : 0 < fermiMomentum (n r) := by
+        unfold fermiMomentum
+        exact Real.rpow_pos_of_pos (by positivity) _
+      rw [ha _ (div_pos hk hs)]
   have hct : 0 < c / t := div_pos hc ht
   rw [(exchangeEnergy_scale ht h.nonneg (h.exchange _ hct)).2]
```
